# Covalent, ionic and closed-shell energies of H₂ without overlap or hopping

To see what restricted Hartree–Fock (RHF) does to H₂ as the bond is stretched, the two electrons are described by four complex amplitudes $\Psi_p$, one for each configuration $p$ = aa, ab, ba, bb. The first letter gives the site of electron 1. In Lean, a state is a function on `Fin 2 × Fin 2`, with a = 0 and b = 1. Spin is left out: symmetric states belong to the singlet, antisymmetric ones to the triplet.

```lean
import Mathlib

open Matrix Filter Topology
open scoped Kronecker

namespace ZeroOverlapH2

noncomputable section
```

In atomic units, $R>0$ is the internuclear distance. The number $h$ is the energy of an electron in its own atom, not the core Hamiltonian that often bears this letter. The other nucleus adds $-1/R$. Two electrons repel with a fixed energy $U$ on one site and with $1/R$ across; the nuclei repel with $1/R$. Applying this to a real molecule at finite $R$ means neglecting overlap, hopping and the exchange integral between the sites, and treating the distant charges as points.

```lean
/-- One-electron Hamiltonian on the sites a = 0 and b = 1, for R ≠ 0: the atomic energy `h` plus
the attraction `-1/R` of the other nucleus, without hopping. -/
def oneBody (h R : ℝ) : Matrix (Fin 2) (Fin 2) ℂ :=
  diagonal fun _ => ((h - 1 / R : ℝ) : ℂ)

/-- Electron repulsion, for R ≠ 0: `U` on the same site and `1/R` on different sites. -/
def repulsion (U R : ℝ) : Matrix (Fin 2 × Fin 2) (Fin 2 × Fin 2) ℂ :=
  diagonal fun p => ((if p.1 = p.2 then U else 1 / R : ℝ) : ℂ)

/-- Two-electron Hamiltonian, for R ≠ 0: one-electron terms, electron repulsion and the
nuclear repulsion `1/R`. -/
def hamiltonian (h U R : ℝ) : Matrix (Fin 2 × Fin 2) (Fin 2 × Fin 2) ℂ :=
  oneBody h R ⊗ₖ 1 + 1 ⊗ₖ oneBody h R + repulsion U R + ((1 / R : ℝ) : ℂ) • 1
```

The energy is $\langle\Psi|H|\Psi\rangle$, without division by the norm.

```lean
/-- Energy expectation value of a normalised two-electron state, for R ≠ 0. -/
def energy (h U R : ℝ) (Ψ : Fin 2 × Fin 2 → ℂ) : ℝ :=
  (star Ψ ⬝ᵥ (hamiltonian h U R *ᵥ Ψ)).re
```

Orbitals have amplitudes $\varphi_0,\varphi_1$ on the two sites, and `pair` multiplies two of them. The bonding orbital is $g=(a+b)/\sqrt2$.

```lean
/-- Product state with electron 1 in orbital `φ` and electron 2 in orbital `χ`. -/
def pair (φ χ : Fin 2 → ℂ) : Fin 2 × Fin 2 → ℂ := fun p => φ p.1 * χ p.2

/-- The atomic orbital a. -/
def siteA : Fin 2 → ℂ := ![1, 0]

/-- The atomic orbital b. -/
def siteB : Fin 2 → ℂ := ![0, 1]

/-- The bonding orbital g = (a + b)/√2. -/
def bonding : Fin 2 → ℂ := ((1 / √2 : ℝ) : ℂ) • (siteA + siteB)
```

## (a) The Hamiltonian matrix

Show that $H$ is diagonal, with entries
$$E_{aa}=E_{bb}=2h+U-\tfrac1R,\qquad E_{ab}=E_{ba}=2h.$$

The one-electron terms give $2(h-1/R)$ for every configuration. Adding both repulsions,
$$2h-\tfrac2R+U+\tfrac1R=2h+U-\tfrac1R,\qquad 2h-\tfrac2R+\tfrac1R+\tfrac1R=2h.$$
No term connects different configurations. Lean calls the entries `level` and checks all sixteen matrix elements by `fin_cases`.

```lean
/-- Energy of a configuration, for R ≠ 0: `2h + U - 1/R` if both electrons share a site,
`2h` otherwise. -/
def level (h U R : ℝ) (p : Fin 2 × Fin 2) : ℝ :=
  if p.1 = p.2 then 2 * h + U - 1 / R else 2 * h

/-- The Hamiltonian is diagonal in the basis aa, ab, ba, bb, with the configuration energies
on the diagonal. -/
theorem hamiltonian_eq_diagonal (h U R : ℝ) :
    hamiltonian h U R = diagonal fun p => (level h U R p : ℂ) := by
  ext ⟨i, j⟩ ⟨k, l⟩
  fin_cases i <;> fin_cases j <;> fin_cases k <;> fin_cases l <;>
    simp [hamiltonian, oneBody, repulsion, level, Matrix.kroneckerMap_apply] <;> ring
```

## (b) Covalent states

Show for all complex $c,d$ that
$$H(c\,ab+d\,ba)=2h\,(c\,ab+d\,ba).$$

A diagonal matrix multiplies each amplitude by its own entry, and both entries here are $2h$. Singlet ($c=d$) and triplet ($c=-d$) are therefore degenerate.

```lean
/-- The Hamiltonian multiplies every combination of the covalent configurations ab and ba by `2h`.
-/
theorem covalent_eigen (h U R : ℝ) (c d : ℂ) :
    hamiltonian h U R *ᵥ (c • pair siteA siteB + d • pair siteB siteA) =
      ((2 * h : ℝ) : ℂ) • (c • pair siteA siteB + d • pair siteB siteA) := by
  rw [hamiltonian_eq_diagonal]
  ext ⟨i, j⟩
  rw [Matrix.mulVec_diagonal]
  fin_cases i <;> fin_cases j <;> simp [level, pair, siteA, siteB]
```

## (c) Ionic states

Show likewise that
$$H(c\,aa+d\,bb)=\left(2h+U-\tfrac1R\right)(c\,aa+d\,bb).$$

Both nonzero amplitudes are now multiplied by the ionic entry from (a).

```lean
/-- The Hamiltonian multiplies every combination of the ionic configurations aa and bb by
`2h + U - 1/R`. -/
theorem ionic_eigen (h U R : ℝ) (c d : ℂ) :
    hamiltonian h U R *ᵥ (c • pair siteA siteA + d • pair siteB siteB) =
      ((2 * h + U - 1 / R : ℝ) : ℂ) • (c • pair siteA siteA + d • pair siteB siteB) := by
  rw [hamiltonian_eq_diagonal]
  ext ⟨i, j⟩
  rw [Matrix.mulVec_diagonal]
  fin_cases i <;> fin_cases j <;> simp [level, pair, siteA, siteB]
```

## (d) Energy and ionic weight

Show for any $\Psi$, normalised or not, that
$$E[\Psi]=2h\sum_p|\Psi_p|^2+\left(U-\tfrac1R\right)\left(|\Psi_{00}|^2+|\Psi_{11}|^2\right).$$

By (a), $E[\Psi]=\sum_pE_p|\Psi_p|^2$, which is the step `key`. Each $E_p$ contains $2h$; only aa and bb add $U-1/R$.

```lean
/-- The energy is `2h` times the squared norm plus `U - 1/R` times the weight of the ionic
configurations. -/
theorem energy_eq (h U R : ℝ) (Ψ : Fin 2 × Fin 2 → ℂ) :
    energy h U R Ψ = 2 * h * ∑ p, Complex.normSq (Ψ p) +
      (U - 1 / R) * (Complex.normSq (Ψ (0, 0)) + Complex.normSq (Ψ (1, 1))) := by
  have key : energy h U R Ψ = ∑ p, level h U R p * Complex.normSq (Ψ p) := by
    unfold energy
    rw [hamiltonian_eq_diagonal]
    simp only [dotProduct, Matrix.mulVec_diagonal, Pi.star_apply, Complex.re_sum]
    refine Finset.sum_congr rfl fun p _ => ?_
    simp [Complex.normSq_apply]
    ring
  rw [key]
  simp [level, Fintype.sum_prod_type, Fin.sum_univ_two]
  ring
```

## (e) Two electrons in one orbital

Let $n_a=|\varphi_0|^2$, $n_b=|\varphi_1|^2$ and $n_a+n_b=1$. Show that
$$E[\varphi\varphi]=2h+\left(U-\tfrac1R\right)(n_a^2+n_b^2).$$

The squared norm of $\varphi\varphi$ is $(n_a+n_b)^2=1$, and its ionic weight is $n_a^2+n_b^2$. Insert both in (d). The `linear_combination` step uses $(n_a+n_b)^2-1=(n_a+n_b+1)(n_a+n_b-1)$.

```lean
/-- A normalised orbital `φ` holding both electrons has energy `2h + (U - 1/R)(n_a² + n_b²)`,
where `n_a` and `n_b` are the weights of `φ` on the two sites. -/
theorem closed_shell_energy (h U R : ℝ) (φ : Fin 2 → ℂ)
    (hφ : Complex.normSq (φ 0) + Complex.normSq (φ 1) = 1) :
    energy h U R (pair φ φ) =
      2 * h + (U - 1 / R) * (Complex.normSq (φ 0) ^ 2 + Complex.normSq (φ 1) ^ 2) := by
  rw [energy_eq]
  simp only [Fintype.sum_prod_type, Fin.sum_univ_two, pair, Complex.normSq_mul]
  linear_combination
    2 * h * (Complex.normSq (φ 0) + Complex.normSq (φ 1) + 1) * hφ
```

## (f) Weights of the bonding orbital

Show that $|g_i|^2=\tfrac12$ for $i=0,1$.

Both amplitudes are $1/\sqrt2$; square them.

```lean
/-- The bonding orbital has weight 1/2 on each site. -/
theorem bonding_weight (i : Fin 2) : Complex.normSq (bonding i) = 1 / 2 := by
  have hg : bonding i = ((1 / √2 : ℝ) : ℂ) := by
    fin_cases i <;> simp [bonding, siteA, siteB]
  rw [hg, Complex.normSq_ofReal, div_mul_div_comm,
    Real.mul_self_sqrt (by norm_num : (0 : ℝ) ≤ 2)]
  norm_num
```

## (g) Energy of gg

Show that
$$E[gg]=2h+\frac U2-\frac1{2R}.$$

With $n_a=n_b=\tfrac12$, the ionic weight in (e) is $\tfrac14+\tfrac14=\tfrac12$.

```lean
/-- The state gg has energy `2h + U/2 - 1/(2R)`. -/
theorem rhf_energy (h U R : ℝ) :
    energy h U R (pair bonding bonding) = 2 * h + U / 2 - 1 / (2 * R) := by
  rw [closed_shell_energy h U R bonding (by rw [bonding_weight, bonding_weight]; norm_num),
    bonding_weight, bonding_weight]
  ring
```

## (h) Separated atoms

Show that, at fixed $U$,
$$\lim_{R\to\infty}E[gg]=2h+\frac U2.$$

In (g), only $-1/(2R)$ depends on $R$, and it vanishes. The ionic weight stays at one half.

```lean
/-- As the atoms separate, the energy of gg tends to `2h + U/2`. -/
theorem rhf_dissociation_limit (h U : ℝ) :
    Tendsto (fun R : ℝ => energy h U R (pair bonding bonding)) atTop
      (𝓝 (2 * h + U / 2)) := by
  have h2 : Tendsto (fun R : ℝ => 2 * h + U / 2 - 1 / 2 * R⁻¹) atTop
      (𝓝 (2 * h + U / 2 - 1 / 2 * 0)) :=
    tendsto_const_nhds.sub (tendsto_inv_atTop_zero.const_mul _)
  rw [mul_zero, sub_zero] at h2
  refine h2.congr fun R => ?_
  rw [rhf_energy]
  ring
```

## (i) When gg is the RHF minimum

For $R>0$, show that
$$E[gg]\le E[\varphi\varphi]\ \text{for all normalised }\varphi\iff UR\ge1.$$

If gg is lowest, comparison with aa gives $\tfrac12(U-1/R)\le U-1/R$, hence $U\ge1/R$. Conversely, $n_a^2+n_b^2=\tfrac12+\tfrac12(n_a-n_b)^2$, so
$$E[\varphi\varphi]-E[gg]=\tfrac12\left(U-\tfrac1R\right)(n_a-n_b)^2\ge0.$$
Lean passes this nonnegative product to `nlinarith`.

The minimum is not unique: without hopping, $(a-b)/\sqrt2$ has the same energy as $g$. At $UR=1$ every normalised orbital ties.

```lean
/-- For R > 0, gg has the lowest energy among all states with both electrons in one normalised
orbital exactly when `U R ≥ 1`. -/
theorem bonding_is_rhf_minimum_iff (h U R : ℝ) (hR : 0 < R) :
    (∀ φ : Fin 2 → ℂ, Complex.normSq (φ 0) + Complex.normSq (φ 1) = 1 →
      energy h U R (pair bonding bonding) ≤ energy h U R (pair φ φ)) ↔ 1 ≤ U * R := by
  have e : 1 / (2 * R) = 1 / R / 2 := by ring
  constructor
  · -- compare gg with the ionic state aa
    intro H
    have h0 : Complex.normSq (siteA 0) = 1 := by simp [siteA]
    have h1 : Complex.normSq (siteA 1) = 0 := by simp [siteA]
    have hn : Complex.normSq (siteA 0) + Complex.normSq (siteA 1) = 1 := by
      rw [h0, h1, add_zero]
    have key := H siteA hn
    rw [rhf_energy, closed_shell_energy h U R siteA hn, h0, h1, e] at key
    exact (div_le_iff₀ hR).1 (by linarith)
  · -- the sum of squared weights is smallest for equal weights
    intro hU φ hφ
    have hv : 1 / R ≤ U := (div_le_iff₀ hR).2 hU
    have hs : Complex.normSq (φ 0) ^ 2 + Complex.normSq (φ 1) ^ 2 =
        1 / 2 + (Complex.normSq (φ 0) - Complex.normSq (φ 1)) ^ 2 / 2 := by
      linear_combination (Complex.normSq (φ 0) + Complex.normSq (φ 1) + 1) / 2 * hφ
    rw [rhf_energy, closed_shell_energy h U R φ hφ, hs, e]
    nlinarith [mul_nonneg (sub_nonneg.2 hv)
      (sq_nonneg (Complex.normSq (φ 0) - Complex.normSq (φ 1)))]
```

## (j) A lower bound for all states

For $R>0$, $UR\ge1$ and normalised $\Psi$, show that
$$E[\Psi]\ge2h.$$

By (d), $E[\Psi]-2h$ is $U-1/R\ge0$ times the ionic weight, which is nonnegative.

Without $UR\ge1$ the bound fails: for $R=1$, $U=\tfrac12$, the state aa has energy $2h-\tfrac12$.

Since the normalised singlet $(ab+ba)/\sqrt2$ reaches the bound by (b), the excess $\tfrac12(U-1/R)$ of gg is the static correlation error of RHF in this four-configuration model without hopping, for $UR\ge1$.

```lean
/-- For R > 0 and `U R ≥ 1`, no normalised two-electron state has an energy below `2h`. -/
theorem covalent_lower_bound (h U R : ℝ) (hR : 0 < R) (hU : 1 ≤ U * R)
    (Ψ : Fin 2 × Fin 2 → ℂ) (hΨ : ∑ p, Complex.normSq (Ψ p) = 1) :
    2 * h ≤ energy h U R Ψ := by
  have hv : 1 / R ≤ U := (div_le_iff₀ hR).2 hU
  rw [energy_eq, hΨ]
  have hion := mul_nonneg (sub_nonneg.2 hv)
    (add_nonneg (Complex.normSq_nonneg (Ψ (0, 0))) (Complex.normSq_nonneg (Ψ (1, 1))))
  linarith

end

end ZeroOverlapH2
```

```lean
#print axioms ZeroOverlapH2.closed_shell_energy
-- 'ZeroOverlapH2.closed_shell_energy' depends on axioms: [propext, Classical.choice, Quot.sound]
#print axioms ZeroOverlapH2.rhf_dissociation_limit
-- 'ZeroOverlapH2.rhf_dissociation_limit' depends on axioms: [propext, Classical.choice, Quot.sound]
#print axioms ZeroOverlapH2.bonding_is_rhf_minimum_iff
-- 'ZeroOverlapH2.bonding_is_rhf_minimum_iff' depends on axioms: [propext, Classical.choice, Quot.sound]
#print axioms ZeroOverlapH2.covalent_lower_bound
-- 'ZeroOverlapH2.covalent_lower_bound' depends on axioms: [propext, Classical.choice, Quot.sound]
```
